# Within the J = 1/2 level of a ²P atom beside a spherical partner, dispersion is isotropic; within J = 3/2 it depends only on |J_z|

Take \(\hbar=1\) and let \(z\) be the axis joining an atom with \(L=1\), \(S=1/2\) to a spherical partner. The orbital basis is \(m=1,0,-1\), the spin basis is \(\uparrow,\downarrow\), and \(\mathbf J=\mathbf L+\mathbf S\). The leading dispersion energy is \(-W/R^6\) at separation \(R\), with

\[
W = C_S + (C_P-C_S)L_z^2 ,
\]

so the coefficient is \(C_S\) for \(m=0\) (a Σ state) and \(C_P\) for \(m=\pm1\) (a Π state). I also set \(P=(1-2\,\mathbf L\cdot\mathbf S)/3\) and \(Q=1-P\).

I believe that \(P\) projects onto \(J=1/2\), that \(PWP=\tfrac13(C_S+2C_P)P\), and that \(QWQ\) acts on the \(J=3/2\) states as \(C_P\) for \(J_z=\pm3/2\) and as \((2C_S+C_P)/3\) for \(J_z=\pm1/2\). Can this be made rigorous with explicit matrices and checked by machine?

## Two unnormalised states determine the projector

Yes. Since \(L^2=2\) and \(S^2=3/4\),

\[
J^2 = L^2+S^2+2\,\mathbf L\cdot\mathbf S = \tfrac{11}{4}+(1-3P)=\tfrac{15}{4}-3P .
\]

Once \(P\) is known to be a projector, \(J^2\) is \(3/4\) on its range and \(15/4\) on the range of \(Q\), which are the values for \(J=1/2\) and \(J=3/2\).

To find \(P\), write \(\mathbf L\cdot\mathbf S=L_zS_z+\tfrac12(L_+S_-+L_-S_+)\), where \(L_\pm=L_x\pm iL_y\) and \(S_\pm=S_x\pm iS_y\). On \(|1,\uparrow\rangle\) and \(|{-1},\downarrow\rangle\) this equals \(1/2\), so \(P\) vanishes there. On the pairs \((|1,\downarrow\rangle,|0,\uparrow\rangle)\) and \((|0,\downarrow\rangle,|{-1},\uparrow\rangle)\), the matrix of \(1-2\,\mathbf L\cdot\mathbf S\) is respectively

\[
\begin{pmatrix}2&-\sqrt2\\-\sqrt2&1\end{pmatrix},\qquad
\begin{pmatrix}1&-\sqrt2\\-\sqrt2&2\end{pmatrix}.
\]

Each is an outer product \(bb^T\), with

\[
b_0=\sqrt2\,|1,\downarrow\rangle-|0,\uparrow\rangle,\qquad
b_1=|0,\downarrow\rangle-\sqrt2\,|{-1},\uparrow\rangle .
\]

If \(B\) has columns \(b_0,b_1\), then \(P=\tfrac13BB^T\). Both columns have squared norm 3, so the normalised states are \(b_0/\sqrt3\) and \(b_1/\sqrt3\).

## The coefficients in the two levels

\(W\) is diagonal and the two columns share no basis state, so the cross terms vanish. Each column has weight 2 on \(|m|=1\) and weight 1 on \(m=0\). Therefore

\[
B^TWB=(C_S+2C_P)\,1,\qquad
PWP=\tfrac19B(B^TWB)B^T=\tfrac{C_S+2C_P}{3}P .
\]

Setting \(C_S=C_P=1\) makes \(W=1\) and gives \(P^2=P\). It also gives \(B^TB=3\), so the columns are independent and \(P\) has rank 2. \(P\) is real and symmetric, hence Hermitian.

For \(Q\), go through the values of \(J_z\), which commutes with both \(W\) and \(P\). On \(J_z=\pm3/2\), \(Q=1\) and \(W=C_P\). On the \(J_z=1/2\) pair,

\[
Q=\tfrac13cc^T,\quad c=|1,\downarrow\rangle+\sqrt2\,|0,\uparrow\rangle,\quad
QWQ=\tfrac19(c^TWc)\,cc^T=\tfrac{C_P+2C_S}{3}Q .
\]

The \(J_z=-1/2\) pair gives the same value, with \(c=\sqrt2\,|0,\downarrow\rangle+|{-1},\uparrow\rangle\). A linear function of \(J_z^2\) fits both values:

\[
QWQ=\Bigl(\tfrac{C_P+3C_S}{4}+\tfrac{C_P-C_S}{3}J_z^2\Bigr)Q .
\]

Finally, the entry of \(PW-WP\) between \(|1,\downarrow\rangle\) and \(|0,\uparrow\rangle\) is \(-\tfrac{\sqrt2}{3}(C_S-C_P)\). If \(P\) and \(W\) commute, then \(C_S=C_P\). Conversely, \(C_S=C_P\) makes \(W\) a multiple of the identity.

## The same operators in Lean

```lean
import Mathlib

open Matrix
open scoped Kronecker

namespace FineStructureDispersion

noncomputable section

/-- The number √2 as a complex scalar. -/
def rt2 : ℂ := ((Real.sqrt 2 : ℝ) : ℂ)

lemma rt2_mul : rt2 * rt2 = 2 := by
  unfold rt2
  rw [← Complex.ofReal_mul, Real.mul_self_sqrt (by norm_num)]
  norm_num

/-- Orbital angular momentum `L_x` for L = 1, in the basis m = 1, 0, -1. -/
def Lx : Matrix (Fin 3) (Fin 3) ℂ := !![0, rt2/2, 0; rt2/2, 0, rt2/2; 0, rt2/2, 0]

/-- Orbital angular momentum `L_y` for L = 1. -/
def Ly : Matrix (Fin 3) (Fin 3) ℂ :=
  !![0, -(Complex.I * rt2/2), 0; Complex.I * rt2/2, 0, -(Complex.I * rt2/2);
     0, Complex.I * rt2/2, 0]

/-- Orbital angular momentum `L_z` for L = 1. -/
def Lz : Matrix (Fin 3) (Fin 3) ℂ := !![1, 0, 0; 0, 0, 0; 0, 0, -1]

/-- Spin-1/2 matrix `S_x`, in the basis up, down. -/
def Sx : Matrix (Fin 2) (Fin 2) ℂ := !![0, 1/2; 1/2, 0]

/-- Spin-1/2 matrix `S_y`. -/
def Sy : Matrix (Fin 2) (Fin 2) ℂ := !![0, -(Complex.I/2); Complex.I/2, 0]

/-- Spin-1/2 matrix `S_z`. -/
def Sz : Matrix (Fin 2) (Fin 2) ℂ := !![1/2, 0; 0, -(1/2)]

/-- Operators on the product of orbital and spin space. -/
abbrev Op := Matrix (Fin 3 × Fin 2) (Fin 3 × Fin 2) ℂ

/-- A component of the total angular momentum, `L ⊗ 1 + 1 ⊗ S`. -/
def J (L : Matrix (Fin 3) (Fin 3) ℂ) (S : Matrix (Fin 2) (Fin 2) ℂ) : Op :=
  L ⊗ₖ (1 : Matrix (Fin 2) (Fin 2) ℂ) + (1 : Matrix (Fin 3) (Fin 3) ℂ) ⊗ₖ S

/-- The spin-orbit operator `L · S`. -/
def spinOrbit : Op := Lx ⊗ₖ Sx + Ly ⊗ₖ Sy + Lz ⊗ₖ Sz

/-- The operator `P = (1 - 2 L·S)/3`. -/
def P : Op := (1/3 : ℂ) • (1 - (2 : ℂ) • spinOrbit)

/-- The dispersion operator `W = CS + (CP - CS) L_z²`. -/
def W (CS CP : ℂ) : Op :=
  CS • (1 : Op) + (CP - CS) • ((Lz * Lz) ⊗ₖ (1 : Matrix (Fin 2) (Fin 2) ℂ))

/-- Two unnormalised states, as columns: `√2 |1,down⟩ - |0,up⟩` and
`|0,down⟩ - √2 |-1,up⟩`. -/
def B : Matrix (Fin 3 × Fin 2) (Fin 2) ℂ :=
  Matrix.of fun p k => (![!![0, rt2; -1, 0; 0, 0], !![0, 0; 0, 1; -rt2, 0]] k) p.1 p.2

/-- The squared angular momenta are `L² = 2` and `S² = 3/4`. -/
theorem casimirs :
    Lx * Lx + Ly * Ly + Lz * Lz = (2 : ℂ) • 1 ∧
    Sx * Sx + Sy * Sy + Sz * Sz = (3/4 : ℂ) • 1 := by
  have hr := rt2_mul
  have hI := Complex.I_mul_I
  constructor
  · ext i j
    fin_cases i <;> fin_cases j <;>
      simp [Lx, Ly, Lz] <;> grind
  · ext i j
    fin_cases i <;> fin_cases j <;>
      simp [Sx, Sy, Sz] <;> grind

/-- The total angular momentum satisfies `J² = 15/4 - 3 P`. -/
theorem total_sq :
    J Lx Sx * J Lx Sx + J Ly Sy * J Ly Sy + J Lz Sz * J Lz Sz
      = (15/4 : ℂ) • (1 : Op) - (3 : ℂ) • P := by
  have sq : ∀ (A : Matrix (Fin 3) (Fin 3) ℂ) (S : Matrix (Fin 2) (Fin 2) ℂ),
      J A S * J A S = (A * A) ⊗ₖ (1 : Matrix (Fin 2) (Fin 2) ℂ) + (2 : ℂ) • (A ⊗ₖ S)
        + (1 : Matrix (Fin 3) (Fin 3) ℂ) ⊗ₖ (S * S) := by
    intro A S
    simp only [J, Matrix.add_mul, Matrix.mul_add, ← Matrix.mul_kronecker_mul,
      Matrix.one_mul, Matrix.mul_one]
    module
  have hL : (Lx * Lx) ⊗ₖ (1 : Matrix (Fin 2) (Fin 2) ℂ) + (Ly * Ly) ⊗ₖ 1 + (Lz * Lz) ⊗ₖ 1
      = (2 : ℂ) • (1 : Op) := by
    rw [← Matrix.add_kronecker, ← Matrix.add_kronecker, casimirs.1, Matrix.smul_kronecker,
      Matrix.one_kronecker_one]
  have hS : (1 : Matrix (Fin 3) (Fin 3) ℂ) ⊗ₖ (Sx * Sx) + 1 ⊗ₖ (Sy * Sy) + 1 ⊗ₖ (Sz * Sz)
      = (3/4 : ℂ) • (1 : Op) := by
    rw [← Matrix.kronecker_add, ← Matrix.kronecker_add, casimirs.2, Matrix.kronecker_smul,
      Matrix.one_kronecker_one]
  rw [sq, sq, sq]
  unfold P spinOrbit
  linear_combination (norm := module) hL + hS

lemma P_eq : P = (1/3 : ℂ) • (B * Bᵀ) := by
  have hr := rt2_mul
  have hI := Complex.I_mul_I
  have h : (1 : Op) - (2 : ℂ) • spinOrbit = B * Bᵀ := by
    ext ⟨i, s⟩ ⟨j, t⟩
    fin_cases i <;> fin_cases s <;> fin_cases j <;> fin_cases t <;>
      simp [spinOrbit, Lx, Ly, Lz, Sx, Sy, Sz, B, Matrix.mul_apply, Fin.sum_univ_two] <;> grind
  rw [P, h]

lemma P_apply (p q : Fin 3 × Fin 2) :
    P p q = 1/3 * (B p 0 * B q 0 + B p 1 * B q 1) := by
  rw [P_eq, Matrix.smul_apply, Matrix.mul_apply, Fin.sum_univ_two]
  rfl

lemma W_eq (CS CP : ℂ) : W CS CP = Matrix.diagonal fun p => ![CP, CS, CP] p.1 := by
  ext ⟨i, s⟩ ⟨j, t⟩
  fin_cases i <;> fin_cases s <;> fin_cases j <;> fin_cases t <;>
    simp [W, Lz, Matrix.diagonal_apply]

lemma Jz_eq : J Lz Sz =
    Matrix.diagonal fun p => ![(1 : ℂ), 0, -1] p.1 + ![(1/2 : ℂ), -(1/2)] p.2 := by
  ext ⟨i, s⟩ ⟨j, t⟩
  fin_cases i <;> fin_cases s <;> fin_cases j <;> fin_cases t <;>
    simp [J, Lz, Sz, Matrix.one_apply, Matrix.diagonal_apply]

lemma W_one : W 1 1 = 1 := by simp [W]

lemma gram (CS CP : ℂ) : Bᵀ * (W CS CP * B) = (CS + 2 * CP) • 1 := by
  have hr := rt2_mul
  ext k l
  rw [W_eq, Matrix.mul_apply]
  simp only [Matrix.diagonal_mul, Matrix.transpose_apply, Fintype.sum_prod_type,
    Fin.sum_univ_three, Fin.sum_univ_two]
  fin_cases k <;> fin_cases l <;> simp [B] <;> grind

/-- Compressed by `P`, the dispersion operator is the isotropic coefficient
`(CS + 2 CP)/3` times `P`. -/
theorem P_W_P (CS CP : ℂ) : P * W CS CP * P = ((CS + 2 * CP)/3) • P := by
  rw [P_eq]
  calc ((1/3 : ℂ) • (B * Bᵀ)) * W CS CP * ((1/3 : ℂ) • (B * Bᵀ))
      = (1/3 * (1/3) : ℂ) • (B * (Bᵀ * (W CS CP * B)) * Bᵀ) := by
        simp only [Matrix.smul_mul, Matrix.mul_smul, Matrix.mul_assoc, smul_smul]
    _ = ((CS + 2 * CP)/3) • ((1/3 : ℂ) • (B * Bᵀ)) := by
        rw [gram, Matrix.mul_smul, Matrix.smul_mul, Matrix.mul_one]
        module

/-- `P` is a Hermitian projector of rank 2. -/
theorem P_projector : P * P = P ∧ Pᴴ = P ∧ P.rank = 2 := by
  refine ⟨?_, ?_, ?_⟩
  · have h := P_W_P 1 1
    rw [W_one, Matrix.mul_one] at h
    rw [h]
    norm_num
  · have hB : ∀ p k, star (B p k) = B p k := by
      rintro ⟨i, s⟩ k
      fin_cases i <;> fin_cases s <;> fin_cases k <;> simp [B, rt2]
    have h3 : star (1/3 : ℂ) = 1/3 := by simp
    ext p q
    simp only [Matrix.conjTranspose_apply, P_apply, star_mul', star_add, hB, h3]
    ring
  · -- `B` and `Bᵀ/3` factor `P` through a two-dimensional space
    have hP : P = B * ((1/3 : ℂ) • Bᵀ) := by rw [P_eq, Matrix.mul_smul]
    have h1 : ((1/3 : ℂ) • Bᵀ) * B = 1 := by
      have h := gram 1 1
      rw [W_one, Matrix.one_mul] at h
      rw [Matrix.smul_mul, h, smul_smul]
      norm_num
    have h2 : ((1/3 : ℂ) • Bᵀ) * (P * B) = 1 := by
      rw [hP, Matrix.mul_assoc, h1, Matrix.mul_one, h1]
    apply le_antisymm
    · rw [hP]
      exact (Matrix.rank_mul_le_left _ _).trans (by simpa using Matrix.rank_le_card_width B)
    · have h := Matrix.rank_mul_le_right ((1/3 : ℂ) • Bᵀ) (P * B)
      rw [h2, Matrix.rank_one, Fintype.card_fin] at h
      exact h.trans (Matrix.rank_mul_le_left P B)

/-- Compressed by `1 - P`, the dispersion operator is a linear function of `J_z²` times `1 - P`. -/
theorem Q_W_Q (CS CP : ℂ) : (1 - P) * W CS CP * (1 - P) =
    (((CP + 3 * CS)/4) • (1 : Op) + ((CP - CS)/3) • (J Lz Sz * J Lz Sz)) * (1 - P) := by
  have hr := rt2_mul
  have h : (1 - P) * W CS CP * (1 - P)
      = W CS CP - P * W CS CP - W CS CP * P + P * W CS CP * P := by noncomm_ring
  rw [h, P_W_P, W_eq, Jz_eq, Matrix.diagonal_mul_diagonal]
  simp only [Matrix.add_mul, Matrix.mul_sub, Matrix.smul_mul, Matrix.one_mul, Matrix.mul_one]
  -- all remaining products have a diagonal factor, so compare entries
  ext ⟨i, s⟩ ⟨j, t⟩
  simp only [Matrix.add_apply, Matrix.sub_apply, Matrix.smul_apply, Matrix.diagonal_mul,
    Matrix.mul_diagonal, P_apply, smul_eq_mul]
  fin_cases i <;> fin_cases s <;> fin_cases j <;> fin_cases t <;>
    simp [B, Matrix.one_apply, Matrix.diagonal_apply] <;> grind

/-- On states annihilated by `P`, the compressed dispersion operator acts as `CP` when
`J_z = ±3/2` and as `(2 CS + CP)/3` when `J_z = ±1/2`. -/
theorem dispersion_threeHalves (CS CP m : ℂ) (ψ : Fin 3 × Fin 2 → ℂ)
    (hP : P *ᵥ ψ = 0) (hJ : J Lz Sz *ᵥ ψ = m • ψ) :
    (m = 3/2 ∨ m = -(3/2) → ((1 - P) * W CS CP * (1 - P)) *ᵥ ψ = CP • ψ) ∧
    (m = 1/2 ∨ m = -(1/2) →
      ((1 - P) * W CS CP * (1 - P)) *ᵥ ψ = ((2 * CS + CP)/3) • ψ) := by
  have key : ((1 - P) * W CS CP * (1 - P)) *ᵥ ψ
      = ((CP + 3 * CS)/4 + (CP - CS)/3 * (m * m)) • ψ := by
    rw [Q_W_Q, ← Matrix.mulVec_mulVec, Matrix.sub_mulVec, Matrix.one_mulVec, hP, sub_zero,
      Matrix.add_mulVec, Matrix.smul_mulVec, Matrix.smul_mulVec, Matrix.one_mulVec,
      ← Matrix.mulVec_mulVec, hJ, Matrix.mulVec_smul, hJ]
    module
  rw [key]
  constructor
  · rintro (rfl | rfl) <;> congr 1 <;> ring
  · rintro (rfl | rfl) <;> congr 1 <;> ring

/-- The states `|1,up⟩` and `√2 |0,up⟩ + |1,down⟩` are annihilated by `P` and have
`J_z = 3/2` and `J_z = 1/2`. -/
theorem dispersion_threeHalves_witness :
    let a : Fin 3 × Fin 2 → ℂ := fun p => !![1, 0; 0, 0; 0, 0] p.1 p.2
    let b : Fin 3 × Fin 2 → ℂ := fun p => !![0, 1; rt2, 0; 0, 0] p.1 p.2
    (P *ᵥ a = 0 ∧ J Lz Sz *ᵥ a = (3/2 : ℂ) • a) ∧
    (P *ᵥ b = 0 ∧ J Lz Sz *ᵥ b = (1/2 : ℂ) • b) := by
  have hr := rt2_mul
  intro a b
  refine ⟨⟨?_, ?_⟩, ⟨?_, ?_⟩⟩
  all_goals
    ext ⟨i, s⟩
    fin_cases i <;> fin_cases s <;>
      simp [a, b, Jz_eq, Matrix.mulVec_diagonal, Matrix.mulVec, dotProduct,
        Matrix.diagonal_apply, Fintype.sum_prod_type, Fin.sum_univ_three, Fin.sum_univ_two,
        P_apply, B] <;> grind

/-- The dispersion operator commutes with `P` exactly when `CS = CP`. -/
theorem commute_iff_isotropic (CS CP : ℂ) :
    P * W CS CP = W CS CP * P ↔ CS = CP := by
  constructor
  · intro h
    have hp : P (0, 1) (1, 0) = -(rt2/3) := by
      rw [P_apply]
      simp [B] <;> grind
    have h0 : rt2 ≠ 0 := by
      intro h0
      have hr := rt2_mul
      rw [h0] at hr
      norm_num at hr
    -- the entry coupling |1,down⟩ and |0,up⟩ decides
    rw [W_eq] at h
    have h := congrFun (congrFun h (0, 1)) (1, 0)
    rw [Matrix.mul_diagonal, Matrix.diagonal_mul, hp] at h
    change -(rt2/3) * CS = CP * -(rt2/3) at h
    exact mul_left_cancel₀ h0 (by linear_combination -3 * h)
  · rintro rfl
    simp [W]

end

end FineStructureDispersion
```

```lean
#print axioms FineStructureDispersion.total_sq
#print axioms FineStructureDispersion.P_projector
#print axioms FineStructureDispersion.dispersion_threeHalves
#print axioms FineStructureDispersion.commute_iff_isotropic
```

```
'FineStructureDispersion.total_sq' depends on axioms: [propext, Classical.choice, Quot.sound]
'FineStructureDispersion.P_projector' depends on axioms: [propext, Classical.choice, Quot.sound]
'FineStructureDispersion.dispersion_threeHalves' depends on axioms: [propext, Classical.choice, Quot.sound]
'FineStructureDispersion.commute_iff_isotropic' depends on axioms: [propext, Classical.choice, Quot.sound]
```

## What the theorems say about the atom

An operator is an `Op`, a complex \(6\times6\) matrix indexed by `Fin 3 × Fin 2`. Orbital indices 0, 1, 2 mean \(m=1,0,-1\), and spin indices 0, 1 mean up and down. The symbol `⊗ₖ` is the Kronecker product, and `J L S` builds one component of \(\mathbf J\) from one orbital and one spin component. `CS` and `CP` are arbitrary complex numbers; physical coefficients are the real case.

- `casimirs` and `total_sq` give \(L^2\), \(S^2\) and \(J^2=15/4-3P\).
- `P_projector` says that \(P\) is idempotent, Hermitian and of rank 2.
- `P_W_P` and `Q_W_Q` are the two compression formulas, as operator identities.
- `dispersion_threeHalves` takes a vector `ψ` with \(P\psi=0\), which means that it lies in the range of \(Q\), and with \(J_z\psi=m\psi\). Here `m` is the total projection, not the orbital one. The theorem returns the two stated values.
- `dispersion_threeHalves_witness` supplies nonzero vectors of this kind for \(J_z=3/2\) and \(1/2\). The second, normalised, is \(\sqrt{2/3}\,|0,\uparrow\rangle+\sqrt{1/3}\,|1,\downarrow\rangle\).
- `commute_iff_isotropic` says that \(P\) and \(W\) commute exactly when \(C_S=C_P\).

The form of \(W\) is assumed. Its two constants stand for the second-order dipole–dipole response of the atom pair in the Σ and Π orientations, and their values have to come from an electronic-structure calculation or from experiment. The model keeps a single \(L=1\), \(S=1/2\) manifold, leaves the factor \(R^{-6}\) outside the matrices, and omits exchange and retardation.

Within this six-state model, the compressed operators give the \(R^{-6}\) coefficients for each fine-structure level, to first order in the dispersion operator, when the spin–orbit splitting is large compared with the dispersion energy. At separations where the two are comparable, an anisotropic \(W\) can appreciably mix the \(J_z=\pm1/2\) states of the two levels, and their energies then come from diagonalising the spin–orbit and dispersion terms together. The \(J_z=\pm3/2\) states stay unmixed, because both terms commute with \(J_z\) and each of these two values belongs to only one of the six states.

## How the proof follows the calculation

`total_sq` squares each component of \(\mathbf J\) with the rule \((A\otimes S)(A'\otimes S')=AA'\otimes SS'\), then adds the three squares using `casimirs`. `P_eq` is the factorisation \(P=\tfrac13BB^T\), and `P_apply` reads off its entries. `W_eq` and `Jz_eq` record that \(W\) and \(J_z\) are diagonal.

The lemma `gram` is \(B^TWB=(C_S+2C_P)1\). `P_W_P` regroups the product so that this factor stands in the middle. `P_projector` reuses both at \(C_S=C_P=1\). For the rank, the two columns of \(B\) give the upper bound; the lower bound comes from \(\tfrac13B^T(PB)=1\), because a product cannot have a larger rank than its factors.

`Q_W_Q` departs slightly from the derivation above. It expands

\[
QWQ=W-PW-WP+PWP,
\]

replaces the last term by `P_W_P`, and compares all 36 entries. This is convenient because each remaining product has a diagonal factor, so no sums over intermediate states are left. In `dispersion_threeHalves`, the step `key` applies the identity to \(\psi\): \(Q\psi=\psi\), and \(J_z\) acting twice gives \(m^2\). Substituting the four values of \(m\) finishes the proof. `commute_iff_isotropic` uses the single off-diagonal entry found above and cancels \(\sqrt2\neq0\).

## Exact arithmetic with √2 through `grind`

Most of the entrywise comparisons involving \(\sqrt2\) rest on the tactic `grind`, used together with the way the root is stored. `rt2` is a named constant that `simp` leaves folded in these calculations, so each entry becomes a polynomial identity in `rt2`, `CS`, `CP` and, where needed, `Complex.I`. The only fact about the root that these `grind` calls need is `hr : rt2 * rt2 = 2`. The Hermitian part of `P_projector` instead unfolds `rt2`, to use that it is real.

The diagonal entry of `Q_W_Q` at \(|1,\downarrow\rangle\) shows why `hr` is needed. With \(r\) for `rt2`, it reads

\[
C_P-\tfrac{2r^2}{3}C_P+\tfrac{C_S+2C_P}{3}\cdot\tfrac{r^2}{3}
=\tfrac{2C_S+C_P}{3}\Bigl(1-\tfrac{r^2}{3}\Bigr).
\]

This is false as an identity in a free variable \(r\), as \(r=0\) shows, so `ring` alone could not prove it. It holds once \(r^2=2\). `grind` includes a solver for commutative rings that takes equations from the context into account, so it uses `hr` and closes the goal without any numerical approximation of the root.
